# A square integer matrix has determinant ±1 exactly when it is invertible modulo every prime

A crystal lattice can be described by real vectors in space or by integer coordinates, and the statement here uses the integers. A primitive basis of the lattice is taken as known, and every lattice vector is written in it, so the lattice becomes $\mathbb{Z}^n$. A candidate cell is then an integer matrix $U$ whose columns $u_j$ are the cell vectors, and $Uc=\sum_j c_j u_j$ is their combination with integer coefficients $c_j$. Lengths and angles drop out, since they play no part in whether a cell is primitive.

```lean
import Mathlib

open Matrix

namespace PrimitiveBasisPrimeTest

variable {n : Type*} [Fintype n] [DecidableEq n]
```

The finite index type `n` labels both the coordinates and the cell vectors. The columns form a primitive basis when every lattice vector is an integer combination of them in exactly one way, which `∃!` expresses; `U *ᵥ c` is the product $Uc$.

```lean
/-- The columns of `U` are a primitive basis of the lattice `ℤⁿ`: every lattice vector is
an integer combination of them in exactly one way. -/
def IsPrimitiveBasis (U : Matrix n n ℤ) : Prop :=
  ∀ v : n → ℤ, ∃! c : n → ℤ, U *ᵥ c = v
```

A body-centred cubic lattice serves as an example. In terms of the usual primitive vectors $a_1,a_2,a_3$, the conventional cubic cell has edges $a_2+a_3$, $a_1+a_3$ and $a_1+a_2$, so

$$U=\begin{pmatrix}0&1&1\\1&0&1\\1&1&0\end{pmatrix},\qquad \det U=2 .$$

The theorems decide whether another choice of cell for the same lattice is again primitive. They concern the translation lattice alone: the atoms inside the cell don't enter.

## Integer entries: the cell vectors are lattice vectors

Physically, integer entries mean that each edge of the cell is a lattice translation. Without this condition the determinant says too little: $\mathrm{diag}(2,\tfrac12)$ has determinant 1, but its second column is not a lattice vector.

By hand, integrality is what allows reduction modulo $p$. In Lean it is built into the type `Matrix n n ℤ`, and `reduceMod p U` reduces each entry to `ZMod p`, the integers modulo $p$.

```lean
/-- The integer matrix `U` with every entry reduced modulo `p`. -/
def reduceMod (p : ℕ) (U : Matrix n n ℤ) : Matrix n n (ZMod p) :=
  U.map (Int.castRingHom (ZMod p))
```

The determinant is a sum of signed products of entries, and reduction respects sums and products. Hence $\det(U \bmod p)=(\det U)\bmod p$.

```lean
/-- The determinant of the reduced matrix is the determinant of `U` reduced modulo `p`. -/
theorem det_reduceMod (p : ℕ) (U : Matrix n n ℤ) :
    (reduceMod p U).det = (U.det : ZMod p) :=
  (RingHom.map_det (Int.castRingHom (ZMod p)) U).symm
```

For the same reason, reducing $Uc$ gives the same result as reducing $U$ and $c$ first and then multiplying.

```lean
omit [DecidableEq n] in
/-- Combining cell vectors with integer coefficients commutes with reduction modulo `p`. -/
theorem reduceMod_mulVec (p : ℕ) (U : Matrix n n ℤ) (c : n → ℤ) (i : n) :
    (reduceMod p U *ᵥ fun j => (c j : ZMod p)) i = ((U *ᵥ c) i : ZMod p) := by
  simp [reduceMod, Matrix.mulVec, dotProduct]
```

## A prime modulus: arithmetic in a field

A square matrix over a field is invertible exactly when its determinant is nonzero. For prime $p$ the integers modulo $p$ form a field, so

$$U \bmod p \text{ is invertible} \iff \det U\not\equiv 0 \pmod p \iff p\nmid\det U .$$

In the proof, `hp` supplies the field structure, and `isUnit_iff_ne_zero` then replaces "the determinant is a unit" by "the determinant is nonzero".

```lean
/-- For a prime `p`, the matrix `U` is invertible modulo `p` exactly when `p` does not divide
its determinant. -/
theorem isUnit_reduceMod_iff {p : ℕ} (hp : p.Prime) (U : Matrix n n ℤ) :
    IsUnit (reduceMod p U) ↔ ¬ (p : ℤ) ∣ U.det := by
  have := Fact.mk hp
  rw [Matrix.isUnit_iff_isUnit_det, isUnit_iff_ne_zero, det_reduceMod, ne_eq,
    CharP.intCast_eq_zero_iff (ZMod p) p]
```

For a composite modulus this equivalence fails. With $\det U=2$ and modulus 4, the determinant is nonzero modulo 4, yet 2 has no inverse there.

## Every prime: no divisor of the determinant escapes

Suppose $\det U=\pm1$. No prime divides it, so $U$ is invertible modulo every prime. Conversely, suppose $\det U$ is neither $1$ nor $-1$. Then $|\det U|\neq1$, and such a number has a prime divisor; if it is zero, any prime will do. At that prime the test fails.

The Lean proof follows these two directions. `natAbs` is the absolute value as a natural number, and `Nat.exists_prime_and_dvd` provides the prime divisor, with zero included.

```lean
/-- An integer matrix has determinant `1` or `-1` if and only if its reduction modulo `p` is
invertible for every prime `p`. -/
theorem det_eq_one_or_neg_one_iff_forall_prime (U : Matrix n n ℤ) :
    (U.det = 1 ∨ U.det = -1) ↔ ∀ p : ℕ, p.Prime → IsUnit (reduceMod p U) := by
  constructor
  · intro h p hp
    rw [isUnit_reduceMod_iff hp, Int.natCast_dvd]
    have h1 : U.det.natAbs = 1 := by omega
    rw [h1]
    exact hp.not_dvd_one
  · intro h
    by_contra hU
    -- a determinant other than 1 and -1 has a prime divisor, where the test fails
    have h1 : U.det.natAbs ≠ 1 := by omega
    obtain ⟨p, hp, hd⟩ := Nat.exists_prime_and_dvd h1
    exact (isUnit_reduceMod_iff hp U).1 (h p hp) (Int.natCast_dvd.2 hd)
```

A mistake that is easy to make is to test invertibility over the rational or real numbers. That shows only $\det U\neq0$, which the body-centred cubic cell satisfies although it contains two lattice points.

## As many cell vectors as dimensions

The matrix is square because a cell is spanned by as many vectors as the lattice has dimensions. With three vectors in $\mathbb{Z}^2$ every lattice vector might still be reached, but never in a unique way, and there would be no determinant to test.

Suppose the columns are a primitive basis. Each unit vector $e_j$ is then a combination $e_j=Ub_j$ with $b_j$ an integer vector. Collecting the $b_j$ as the columns of $B$ gives $UB=1$, so $\det U\,\det B=1$. Two integers with product 1 are both $1$ or both $-1$, so $\det U=\pm1$.

Conversely, if $\det U=\pm1$, then $U^{-1}=\operatorname{adj}(U)/\det U$ has integer entries, where $\operatorname{adj}(U)$ is the adjugate. The vector $c=U^{-1}v$ solves $Uc=v$, and multiplying any solution by $U^{-1}$ shows that it is the only one.

In Lean, `choose` picks the coefficients and `hB` is the equation $UB=1$. This direction uses only the existence of coefficients, so for a square matrix uniqueness follows. Uniqueness alone would be too weak: the one-dimensional cell $U=(2)$ has unique coefficients where they exist, but misses the odd lattice points.

```lean
/-- The columns of `U` are a primitive basis of `ℤⁿ` if and only if `U` has determinant
`1` or `-1`. -/
theorem isPrimitiveBasis_iff_det (U : Matrix n n ℤ) :
    IsPrimitiveBasis U ↔ (U.det = 1 ∨ U.det = -1) := by
  constructor
  · intro h
    -- the coefficients of the unit vectors are the columns of a right inverse
    choose c hc using fun v => (h v).exists
    let B : Matrix n n ℤ := Matrix.of fun i j => c (Pi.single j 1) i
    have hB : U * B = 1 := by
      ext i j
      calc (U * B) i j = (U *ᵥ c (Pi.single j 1)) i := rfl
        _ = (Pi.single j 1 : n → ℤ) i := by rw [hc]
        _ = (1 : Matrix n n ℤ) i j := by simp [Matrix.one_apply, Pi.single_apply]
    have hdet : U.det * B.det = 1 := by rw [← Matrix.det_mul, hB, Matrix.det_one]
    exact Int.isUnit_iff.1 (isUnit_iff_exists_inv.2 ⟨_, hdet⟩)
  · intro h v
    have hd : IsUnit U.det := Int.isUnit_iff.2 h
    refine ⟨U⁻¹ *ᵥ v, ?_, ?_⟩
    · change U *ᵥ (U⁻¹ *ᵥ v) = v
      rw [Matrix.mulVec_mulVec, Matrix.mul_nonsing_inv U hd, Matrix.one_mulVec]
    · intro c hc
      have hc' : U *ᵥ c = v := hc
      rw [← hc', Matrix.mulVec_mulVec, Matrix.nonsing_inv_mul U hd, Matrix.one_mulVec]
```

Both signs are allowed, so a change of handedness does not affect primitivity. Chaining the two equivalences gives the prime-by-prime test for a primitive basis.

```lean
/-- The columns of `U` are a primitive basis of `ℤⁿ` if and only if `U` is invertible modulo
every prime. -/
theorem isPrimitiveBasis_iff_forall_prime (U : Matrix n n ℤ) :
    IsPrimitiveBasis U ↔ ∀ p : ℕ, p.Prime → IsUnit (reduceMod p U) :=
  (isPrimitiveBasis_iff_det U).trans (det_eq_one_or_neg_one_iff_forall_prime U)
```

## Coefficients not all divisible by $p$

When the test fails at $p$, there are integer vectors $c$ and $w$ with

$$Uc=p\,w,\qquad p\nmid c_i\ \text{for some } i .$$

If $\det U\neq0$, the lattice vector $w$ has fractional coordinates $c_i/p$ in the cell, and at least one of them is not an integer. It is a centring vector with denominator $p$. If $\det U=0$, the cell vectors are linearly dependent and this reading is lost, though the equation still holds for suitable $c$ and $w$.

Without the condition on $c$ the statement would be empty, because $c=0$ and $w=0$ always satisfy the equation.

To derive it, note that a non-invertible matrix over a field sends some nonzero vector to zero. Choose an integer representative $c_i$ for each component of that vector. Then every component of $Uc$ is divisible by $p$, which defines $w$, and some $c_i$ is not divisible by $p$ because the original vector was nonzero. Conversely, reducing $Uc=pw$ modulo $p$ gives a nonzero vector that $U\bmod p$ sends to zero.

In the proof, `Matrix.exists_mulVec_eq_zero_iff` supplies the kernel vector, the first `choose` lifts it to the integers, and the second one extracts `w`.

```lean
/-- The test fails at a prime `p` exactly when some integer combination of the cell vectors,
with coefficients not all divisible by `p`, is `p` times a lattice vector. -/
theorem not_isUnit_reduceMod_iff {p : ℕ} (hp : p.Prime) (U : Matrix n n ℤ) :
    ¬ IsUnit (reduceMod p U) ↔
      ∃ c w : n → ℤ, (∃ i, ¬ (p : ℤ) ∣ c i) ∧ U *ᵥ c = (p : ℤ) • w := by
  have := Fact.mk hp
  rw [Matrix.isUnit_iff_isUnit_det, isUnit_iff_ne_zero, not_not,
    ← Matrix.exists_mulVec_eq_zero_iff]
  constructor
  · rintro ⟨v, hv, h0⟩
    -- lift the kernel vector from the field with p elements to the integers
    choose c hc using fun i => ZMod.intCast_surjective (v i)
    have hcv : (fun i => (c i : ZMod p)) = v := funext hc
    have hd : ∀ i, (p : ℤ) ∣ (U *ᵥ c) i := by
      intro i
      rw [← CharP.intCast_eq_zero_iff (ZMod p) p, ← reduceMod_mulVec, hcv]
      exact congrFun h0 i
    choose w hw using hd
    refine ⟨c, w, ?_, funext fun i => (hw i).trans (by simp)⟩
    by_contra hno
    have hall : ∀ i, (p : ℤ) ∣ c i := fun i => by
      by_contra hi
      exact hno ⟨i, hi⟩
    exact hv (funext fun i =>
      (hc i).symm.trans ((CharP.intCast_eq_zero_iff (ZMod p) p _).2 (hall i)))
  · rintro ⟨c, w, ⟨i, hi⟩, h⟩
    refine ⟨fun j => (c j : ZMod p), fun h0 => hi ?_, funext fun j => ?_⟩
    · exact (CharP.intCast_eq_zero_iff (ZMod p) p _).1 (congrFun h0 i)
    · rw [reduceMod_mulVec, h]
      simp
```

For the body-centred cubic cell, $c=(1,1,1)$ gives $Uc=2\,(1,1,1)$. So $w=a_1+a_2+a_3$, which is the body centre, with fractional coordinates $(\tfrac12,\tfrac12,\tfrac12)$.

Together with the prime test, this characterises every cell that is not a primitive basis.

```lean
/-- The cell vectors fail to be a primitive basis exactly when, for some prime `p`, an integer
combination of them with coefficients not all divisible by `p` is `p` times a lattice vector. -/
theorem not_isPrimitiveBasis_iff_centring (U : Matrix n n ℤ) :
    ¬ IsPrimitiveBasis U ↔ ∃ p : ℕ, p.Prime ∧
      ∃ c w : n → ℤ, (∃ i, ¬ (p : ℤ) ∣ c i) ∧ U *ᵥ c = (p : ℤ) • w := by
  rw [isPrimitiveBasis_iff_forall_prime]
  constructor
  · intro h
    by_contra hno
    refine h fun p hp => ?_
    by_contra hu
    exact hno ⟨p, hp, (not_isUnit_reduceMod_iff hp U).1 hu⟩
  · rintro ⟨p, hp, hc⟩ h
    exact (not_isUnit_reduceMod_iff hp U).2 hc (h p hp)
```

In a calculation, a code that has $U$ as exact integers can compute $\det U$ and compare its absolute value with 1. If the value is larger, its prime factors are the primes at which the test fails, and Gaussian elimination modulo one of them yields $c$ and hence a missing lattice vector. If $U$ comes from floating-point cell vectors, the entries must first be rounded, with a check that they were close to integers.

## Omitting a single prime

Take the primitive cell and stretch it by a prime $p$ along one of its edges, while the lattice stays fixed. The result is a supercell, not a strained crystal. The matrix of this supercell is diagonal, with one entry $p$ and any others equal to 1, so its determinant is $p$. A prime $q$ divides $p$ only if $q=p$. The cell therefore passes at every other prime and fails at $p$, and a test that left out $p$ would wrongly accept it.

In the statement, `Function.update` replaces the entry for axis `i` by `p`. The proof computes the determinant as the product of the diagonal entries and applies the divisibility criterion at `q`.

```lean
/-- The supercell stretched by a prime `p` along one axis `i` passes the test at every prime
other than `p` and fails it at `p`. -/
theorem stretched_cell_fails_only_at {p q : ℕ} (hp : p.Prime) (hq : q.Prime) (i : n) :
    IsUnit (reduceMod q (Matrix.diagonal (Function.update (fun _ : n => (1 : ℤ)) i (p : ℤ))))
      ↔ q ≠ p := by
  have hdet : (Matrix.diagonal
      (Function.update (fun _ : n => (1 : ℤ)) i (p : ℤ))).det = (p : ℤ) := by
    rw [Matrix.det_diagonal, Finset.prod_update_of_mem (Finset.mem_univ i)]
    simp
  rw [isUnit_reduceMod_iff hq, hdet, Int.natCast_dvd_natCast,
    Nat.prime_dvd_prime_iff_eq hq hp]

end PrimitiveBasisPrimeTest
```

```lean
#print axioms PrimitiveBasisPrimeTest.det_eq_one_or_neg_one_iff_forall_prime
#print axioms PrimitiveBasisPrimeTest.not_isPrimitiveBasis_iff_centring
#print axioms PrimitiveBasisPrimeTest.stretched_cell_fails_only_at
```

```
'PrimitiveBasisPrimeTest.det_eq_one_or_neg_one_iff_forall_prime' depends on axioms: [propext, Classical.choice, Quot.sound]
'PrimitiveBasisPrimeTest.not_isPrimitiveBasis_iff_centring' depends on axioms: [propext, Classical.choice, Quot.sound]
'PrimitiveBasisPrimeTest.stretched_cell_fails_only_at' depends on axioms: [propext, Classical.choice, Quot.sound]
```
